# Under a standard Gaussian in three dimensions, ∂ₖg and xₖg have the same mean for every polynomial g

The theorem `gaussMean_pderiv` is integration by parts for a Gaussian weight: for any complex polynomial g in x, y and z, the mean of ∂g/∂xₖ equals the mean of xₖg. The coordinates are independent, each with zero mean and unit variance, and the mean of 1 is 1. No integral appears in the file, since `gaussMean` is defined as the linear map that sends each monomial to a product of one-dimensional moments. The proof goes by induction on g, through monomials and sums. For a monomial it splits off the factor belonging to xₖ from each product of moments and applies the recursion `moment (n + 1) = n * moment (n - 1)`.

As first written in Lean, the proof fails:

```lean
import Mathlib

open MvPolynomial

namespace GaussMeanPderiv

noncomputable section

/-- Complex polynomials in the coordinates x, y, z, numbered 0, 1, 2. -/
abbrev Poly := MvPolynomial (Fin 3) ℂ

/-- Moments of the standard normal distribution. -/
def moment : ℕ → ℂ
  | 0 => 1
  | 1 => 0
  | n + 2 => ((n : ℂ) + 1) * moment n

/-- The mean of a polynomial over three independent standard normal coordinates. -/
def gaussMean : Poly →ₗ[ℂ] ℂ :=
  (basisMonomials (Fin 3) ℂ).constr ℂ (fun m => ∏ k, moment (m k))

/-- Integration by parts for the Gaussian mean: `∂_k g` and `x_k g` have the same mean. -/
theorem gaussMean_pderiv (k : Fin 3) (g : Poly) :
    gaussMean (pderiv k g) = gaussMean (X k * g) := by
  have hm : ∀ (m : Fin 3 →₀ ℕ) (c : ℂ),
      gaussMean (monomial m c) = c * ∏ i, moment (m i) := by
    intro m c
    have h := (basisMonomials (Fin 3) ℂ).constr_basis ℂ
      (fun m : Fin 3 →₀ ℕ => ∏ i, moment (m i)) m
    rw [coe_basisMonomials] at h
    have h' : gaussMean (monomial m 1) = ∏ i, moment (m i) := h
    have e : (monomial m c : Poly) = c • monomial m 1 := by simp [smul_monomial]
    rw [e, map_smul, h', smul_eq_mul]
  have hstep : ∀ n : ℕ, moment (n + 1) = n * moment (n - 1) := by
    intro n
    cases n <;> simp [moment]
  induction g using MvPolynomial.induction_on'
  · rename_i m c
    rw [pderiv_monomial, X, monomial_mul, hm, hm, one_mul,
      ← Finset.mul_prod_erase Finset.univ
        (fun i => moment ((m - Finsupp.single k 1) i)) (Finset.mem_univ k),
      ← Finset.mul_prod_erase Finset.univ
        (fun i => moment ((Finsupp.single k 1 + m) i)) (Finset.mem_univ k)]
    -- only the exponent of `x_k` changes
    have he : ∏ i ∈ Finset.univ.erase k, moment ((m - Finsupp.single k 1) i)
        = ∏ i ∈ Finset.univ.erase k, moment ((Finsupp.single k 1 + m) i) := by
      refine Finset.prod_congr rfl (fun i hi => ?_)
      have hik := Finset.ne_of_mem_erase hi
      simp [Finsupp.single_apply, hik.symm]
    have hs : moment ((Finsupp.single k 1 + m) k)
        = m k * moment ((m - Finsupp.single k 1) k) := by
      rw [Finsupp.add_apply, Finsupp.tsub_apply, Finsupp.single_eq_same, add_comm]
      exact hstep _
    rw [he, hs]
    ring
  · rename_i p q hp hq
    rw [map_add, map_add, mul_add, map_add, hp, hq]

end

end GaussMeanPderiv
```

The error:

```
Main.lean:40:6: error: Tactic `rewrite` failed: Did not find an occurrence of the pattern
  ∏ x, moment ?m.246
in the target expression
  c * ↑(m k) * ∏ i, moment ((m - fun₀ | k => 1) i) = c * ∏ i, moment (((fun₀ | k => 1) + m) i)

case monomial
k : Fin 3
hm : ∀ (m : Fin 3 →₀ ℕ) (c : ℂ), gaussMean ((monomial m) c) = c * ∏ i, moment (m i)
hstep : ∀ (n : ℕ), moment (n + 1) = ↑n * moment (n - 1)
m : Fin 3 →₀ ℕ
c : ℂ
⊢ c * ↑(m k) * ∏ i, moment ((m - fun₀ | k => 1) i) = c * ∏ i, moment (((fun₀ | k => 1) + m) i)
Main.lean:41:26: error: Function expected at
  m - fun₀ | k => 1
but this term has type
  ?m.302

Note: Expected a function because this term is being applied to the argument
  i
```

What went wrong. Both errors come from one rewrite term. In `(m - Finsupp.single k 1) i` the difference is used as a function, but Lean hasn't yet settled its type, which the second message shows as `?m.302`, and so it can't apply it to `i`. The argument of `moment` therefore stays an unfilled placeholder, and the rewrite looks for `∏ x, moment ?m.246`. That doesn't match the goal, although the intended product is there.

The repair proves the splitting once, as `hsplit`, for any `v : Fin 3 →₀ ℕ`. In `hsplit (m - Finsupp.single k 1)` the expected type of the argument is known, so the rewrite gets a complete pattern. The sum `Finsupp.single k 1 + m` is handled the same way.

The statements of `he` and `hs` also apply such sums and differences directly to an index. Lean reported nothing there, as the proof had already stopped at the rewrite, but the added annotations `: Fin 3 →₀ ℕ` supply the type that was missing above. Dropping `Finsupp.single_apply` from the `simp` call is mere tidying.

As a diff, the version that Lean accepts:

```diff
@@ -37,17 +37,18 @@
   induction g using MvPolynomial.induction_on'
   · rename_i m c
+    have hsplit : ∀ v : Fin 3 →₀ ℕ, ∏ i, moment (v i)
+        = moment (v k) * ∏ i ∈ Finset.univ.erase k, moment (v i) := fun v =>
+      (Finset.mul_prod_erase Finset.univ (fun i => moment (v i)) (Finset.mem_univ k)).symm
     rw [pderiv_monomial, X, monomial_mul, hm, hm, one_mul,
-      ← Finset.mul_prod_erase Finset.univ
-        (fun i => moment ((m - Finsupp.single k 1) i)) (Finset.mem_univ k),
-      ← Finset.mul_prod_erase Finset.univ
-        (fun i => moment ((Finsupp.single k 1 + m) i)) (Finset.mem_univ k)]
+      hsplit (m - Finsupp.single k 1), hsplit (Finsupp.single k 1 + m)]
     -- only the exponent of `x_k` changes
-    have he : ∏ i ∈ Finset.univ.erase k, moment ((m - Finsupp.single k 1) i)
-        = ∏ i ∈ Finset.univ.erase k, moment ((Finsupp.single k 1 + m) i) := by
+    have he : ∏ i ∈ Finset.univ.erase k, moment ((m - Finsupp.single k 1 : Fin 3 →₀ ℕ) i)
+        = ∏ i ∈ Finset.univ.erase k,
+          moment ((Finsupp.single k 1 + m : Fin 3 →₀ ℕ) i) := by
       refine Finset.prod_congr rfl (fun i hi => ?_)
       have hik := Finset.ne_of_mem_erase hi
-      simp [Finsupp.single_apply, hik.symm]
-    have hs : moment ((Finsupp.single k 1 + m) k)
-        = m k * moment ((m - Finsupp.single k 1) k) := by
+      simp [hik.symm]
+    have hs : moment ((Finsupp.single k 1 + m : Fin 3 →₀ ℕ) k)
+        = m k * moment ((m - Finsupp.single k 1 : Fin 3 →₀ ℕ) k) := by
       rw [Finsupp.add_apply, Finsupp.tsub_apply, Finsupp.single_eq_same, add_comm]
       exact hstep _
```
